# Equal frequency integrals of phase and logarithm for a one-mode RPA dielectric function

Take a system with a single excitation of bare energy $1$, which the interaction raises to $2$, in units with $\hbar=1$. In the random-phase approximation (RPA) its dielectric function is

$$\varepsilon(z)=\frac{4-z^2}{1-z^2}.$$

At the real frequency $w=3/2$, between the two energies, $\varepsilon=1.75/(-1.25)=-7/5$. A negative number has phase $+\pi$ or $-\pi$, depending on the side from which it is approached. Just above the real axis, at $z=3/2+i\eta$ with small $\eta>0$, the imaginary part is $9\eta/|1-z^2|^2>0$, so the phase tends to $+\pi$. Below $1$ and above $2$ the real value is positive and the phase tends to $0$. The phase is thus a step of height $\pi$ and width $1$, with area $\pi$. The integral of $\ln\varepsilon(iu)$ over $u>0$ has the same value, although its integrand is a smooth, decaying curve.

## Two integrals with the value $\pi(\Omega-D)$

Let $D$ be the bare excitation energy and $\Omega$ the RPA energy, with $0<D<\Omega$, and let

$$\varepsilon(z)=\frac{\Omega^2-z^2}{D^2-z^2}.$$

As $\eta\to0^+$, $\arg\varepsilon(w+i\eta)$ tends to $\pi$ for $D<w<\Omega$ and to $0$ for every other positive $w\neq D,\Omega$. The integral of this limit over $w>0$ equals $\int_0^\infty\ln\varepsilon(iu)\,du$, and both are $\pi(\Omega-D)$.

**The sign of the imaginary part.** For $z=w+i\eta$ with $w,\eta>0$ and any real $a$,

$$a^2-z^2=(a^2-w^2+\eta^2)-2iw\eta .$$

Use this for $a=\Omega$ and $a=D$, and multiply the numerator by the conjugate of the denominator:

$$\operatorname{Im}\varepsilon(z)=\frac{-2w\eta(D^2-w^2+\eta^2)+2w\eta(\Omega^2-w^2+\eta^2)}{|D^2-z^2|^2}=\frac{2w\eta(\Omega^2-D^2)}{|D^2-z^2|^2}>0 .$$

The denominator is nonzero because $D^2-z^2$ has imaginary part $-2w\eta$.

**The phase.** For $w\neq D$, $\varepsilon(w+i\eta)$ tends to $(\Omega^2-w^2)/(D^2-w^2)$. If $D<w<\Omega$, this is negative and is approached from above, so the argument, taken in $(-\pi,\pi]$, tends to $\pi$. If $w<D$ or $w>\Omega$, numerator and denominator have the same sign, and the argument tends to $0$. The two excluded frequencies do not affect the integral, which is $\pi$ times the length of $(D,\Omega)$.

**The logarithm.** On the imaginary axis $\varepsilon(iu)=(\Omega^2+u^2)/(D^2+u^2)>0$. For $a>0$ put

$$F_a(u)=u\ln(a^2+u^2)+2a\arctan(u/a).$$

Then

$$F_a'(u)=\ln(a^2+u^2)+\frac{2u^2}{a^2+u^2}+\frac{2a^2}{a^2+u^2}=\ln(a^2+u^2)+2 ,$$

so $F_\Omega-F_D$ is an antiderivative of $\ln\varepsilon(iu)$. It vanishes at $u=0$. At large $u$, the inequality $\ln x\le x-1$ gives

$$0\le u\ln\frac{\Omega^2+u^2}{D^2+u^2}\le\frac{(\Omega^2-D^2)\,u}{D^2+u^2}\le\frac{\Omega^2-D^2}{u}\to0 .$$

Only the arctangents survive, and they contribute $2\Omega\cdot\frac{\pi}{2}-2D\cdot\frac{\pi}{2}=\pi(\Omega-D)$. Since the integrand is nonnegative, this finite limit also shows that it is integrable.

**Numbers for $D=1$, $\Omega=2$.** The antiderivative is $u\ln\frac{4+u^2}{1+u^2}+4\arctan\frac u2-2\arctan u$. At $u=1$ it equals $0.916+1.855-1.571=1.200$, and at infinity it reaches $2\pi-\pi=\pi$. The interval $0<u<1$ therefore supplies about 38 % of the integral.

**Without $D<\Omega$.** Take $D=2$, $\Omega=1$ and $w=3/2$. The real value is $-5/7$, but now $\operatorname{Im}\varepsilon=-9\eta/|4-z^2|^2<0$, and the phase tends to $-\pi$. The stated rule would give $0$, because $w$ does not satisfy $D<w<\Omega$. Only the rule for the phase fails here. The two integrals still agree: the phase is $-\pi$ between $1$ and $2$ and $0$ elsewhere, with area $-\pi$, and the logarithmic integral is $\pi(1-2)=-\pi$ as well. The Lean theorem on the equality does not cover this case.

## What the result means for RPA energies

For this single undamped mode, dividing the logarithmic integral by $2\pi$ gives $\tfrac12(\Omega-D)$, the change in zero-point energy; the RPA correlation energy also subtracts the term of first order in the interaction. The condition $D<\Omega$ stands for a net repulsive coupling that pushes the excitation upwards. Both energies are given parameters: $\Omega$ is not derived from an RPA equation, and the coupling-strength integration of the adiabatic connection, which produces the logarithm, does not appear.

## The dielectric function and its boundary phase in Lean

```lean
import Mathlib

open Filter Topology MeasureTheory Set
open scoped Real

namespace RPAPhaseIntegral

noncomputable section
```

The function `eps` takes two real energies and a complex frequency.

```lean
/-- The dielectric function with bare excitation energy `D` and RPA energy `Ω`,
for complex frequencies `z` with `z ^ 2 ≠ D ^ 2`. -/
def eps (D Ω : ℝ) (z : ℂ) : ℂ := ((Ω : ℂ) ^ 2 - z ^ 2) / ((D : ℂ) ^ 2 - z ^ 2)
```

The phase is defined as a limit, with no value of $0$ or $\pi$ written into it. The filter `𝓝[>] (0 : ℝ)` expresses $\eta\to0^+$, and `Complex.arg` fixes the branch $(-\pi,\pi]$. Where no limit exists, `limUnder` returns an unspecified value, so each use of `boundaryPhase` needs a proof of convergence.

```lean
/-- The phase of the dielectric function at real frequency `w`, reached from the upper
half-plane, at frequencies where this limit exists. -/
def boundaryPhase (D Ω w : ℝ) : ℝ :=
  limUnder (𝓝[>] (0 : ℝ)) fun η : ℝ => (eps D Ω (w + η * Complex.I)).arg
```

## From the upper half-plane to the step

The local fact `key` is the formula for $a^2-z^2$, proved once and used for both energies. `Complex.div_im` then gives the quotient computed above, with `Complex.normSq` as the squared modulus in the denominator.

```lean
/-- For `0 < D < Ω` the dielectric function has positive imaginary part at frequencies
`w + iη` with `w` and `η` positive. -/
theorem eps_im_pos {D Ω w η : ℝ} (hD : 0 < D) (h : D < Ω) (hw : 0 < w) (hη : 0 < η) :
    0 < (eps D Ω (w + η * Complex.I)).im := by
  have key (a : ℝ) : (a : ℂ) ^ 2 - (w + η * Complex.I) ^ 2
      = ⟨a ^ 2 - w ^ 2 + η ^ 2, -(2 * w * η)⟩ := by
    apply Complex.ext <;> simp [pow_two] <;> ring
  have hp : 0 < 2 * w * η := by positivity
  rw [eps, key, key, Complex.div_im, ← sub_div]
  apply div_pos
  · have h2 : 0 < 2 * w * η * (Ω ^ 2 - D ^ 2) := mul_pos hp (by nlinarith)
    dsimp only
    nlinarith [h2]
  · refine Complex.normSq_pos.2 fun h0 => ?_
    have h2 : -(2 * w * η) = 0 := congrArg Complex.im h0
    linarith
```

The next lemma gives the real boundary value. The quotient is continuous at $\eta=0$ because its denominator is nonzero there, and the two-sided limit is then restricted to positive $\eta$.

```lean
/-- Away from the pole, the dielectric function at `w + iη` tends to its real value at `w`
as `η` tends to zero from above. -/
theorem tendsto_eps {D Ω w : ℝ} (hne : D ^ 2 - w ^ 2 ≠ 0) :
    Tendsto (fun η : ℝ => eps D Ω (w + η * Complex.I)) (𝓝[>] 0)
      (𝓝 (((Ω ^ 2 - w ^ 2) / (D ^ 2 - w ^ 2) : ℝ) : ℂ)) := by
  have hden : (D : ℂ) ^ 2 - (w + ((0 : ℝ) : ℂ) * Complex.I) ^ 2 ≠ 0 := by
    have e : (D : ℂ) ^ 2 - (w : ℂ) ^ 2 ≠ 0 := by exact_mod_cast hne
    simpa using e
  have hc : ContinuousAt (fun η : ℝ => eps D Ω (w + η * Complex.I)) 0 := by
    unfold eps
    exact ContinuousAt.div (by fun_prop) (by fun_prop) hden
  have hv : eps D Ω (w + ((0 : ℝ) : ℂ) * Complex.I)
      = (((Ω ^ 2 - w ^ 2) / (D ^ 2 - w ^ 2) : ℝ) : ℂ) := by
    simp [eps]
  rw [← hv]
  exact hc.tendsto.mono_left nhdsWithin_le_nhds
```

The phase theorem splits on whether $w$ lies between $D$ and $\Omega$. Inside, it combines the negative limit with `eps_im_pos`, which supplies the approach from above that the Mathlib lemma on `arg` at the negative axis requires. Outside, the limit is positive and `arg` is continuous there.

```lean
/-- For `0 < D < Ω` the phase just above the real axis tends to `π` between `D` and `Ω`,
and to zero at every other positive frequency except `D` and `Ω` themselves. -/
theorem tendsto_phase {D Ω w : ℝ} (hD : 0 < D) (h : D < Ω) (hw : 0 < w)
    (hwD : w ≠ D) (hwΩ : w ≠ Ω) :
    Tendsto (fun η : ℝ => (eps D Ω (w + η * Complex.I)).arg) (𝓝[>] 0)
      (𝓝 (if D < w ∧ w < Ω then π else 0)) := by
  have hne : D ^ 2 - w ^ 2 ≠ 0 := by
    intro h0
    have h1 : (D - w) * (D + w) = 0 := by linear_combination h0
    rcases mul_eq_zero.1 h1 with h2 | h2
    · exact hwD (by linarith)
    · linarith
  have ht := tendsto_eps (Ω := Ω) hne
  by_cases hin : D < w ∧ w < Ω
  · -- the negative real axis is approached from above
    rw [if_pos hin]
    obtain ⟨h1, h2⟩ := hin
    have hre : ((((Ω ^ 2 - w ^ 2) / (D ^ 2 - w ^ 2) : ℝ) : ℂ)).re < 0 := by
      rw [Complex.ofReal_re]
      exact div_neg_of_pos_of_neg (by nlinarith) (by nlinarith)
    refine (Complex.tendsto_arg_nhdsWithin_im_nonneg_of_re_neg_of_im_zero hre
      (Complex.ofReal_im _)).comp (tendsto_nhdsWithin_iff.2 ⟨ht, ?_⟩)
    filter_upwards [self_mem_nhdsWithin] with η hη
    exact (eps_im_pos hD h hw hη).le
  · -- the boundary value is positive, where the argument is continuous
    rw [if_neg hin]
    have hpos : 0 < (Ω ^ 2 - w ^ 2) / (D ^ 2 - w ^ 2) := by
      rcases lt_or_gt_of_ne hwD with h1 | h1
      · have h2 : w < Ω := h1.trans h
        exact div_pos (by nlinarith) (by nlinarith)
      · have h2 : Ω < w := lt_of_le_of_ne (not_lt.1 fun h3 => hin ⟨h1, h3⟩) hwΩ.symm
        exact div_pos_of_neg_of_neg (by nlinarith) (by nlinarith)
    have hlim :=
      (Complex.continuousAt_arg (Complex.ofReal_mem_slitPlane.2 hpos)).tendsto.comp ht
    rw [Complex.arg_ofReal_of_nonneg hpos.le] at hlim
    exact hlim
```

The integral over `Ioi 0` is the integral over $w>0$. Almost everywhere on this half-line, `boundaryPhase` equals the indicator function of `Ioo D Ω` multiplied by $\pi$, since single points have measure zero. What remains is the length of the interval.

```lean
/-- For `0 < D < Ω` the phase integrated over positive real frequencies is `π (Ω - D)`. -/
theorem integral_boundaryPhase {D Ω : ℝ} (hD : 0 < D) (h : D < Ω) :
    ∫ w in Ioi (0 : ℝ), boundaryPhase D Ω w = π * (Ω - D) := by
  have hn (a : ℝ) : ∀ᵐ w ∂(volume : Measure ℝ), w ≠ a := by
    have h1 : ({a}ᶜ : Set ℝ) ∈ ae volume := compl_mem_ae_iff.2 (measure_singleton a)
    filter_upwards [h1] with w hw
    simpa using hw
  have hae : ∀ᵐ w ∂(volume.restrict (Ioi (0 : ℝ))),
      boundaryPhase D Ω w = (Ioo D Ω).indicator (fun _ => π) w := by
    filter_upwards [ae_restrict_mem measurableSet_Ioi, ae_restrict_of_ae (hn D),
      ae_restrict_of_ae (hn Ω)] with w hw h1 h2
    rw [boundaryPhase, (tendsto_phase hD h hw h1 h2).limUnder_eq]
    simp [indicator_apply, mem_Ioo]
  have hI : Ioi (0 : ℝ) ∩ Ioo D Ω = Ioo D Ω :=
    inter_eq_right.2 fun w hw => mem_Ioi.2 (hD.trans hw.1)
  rw [integral_congr_ae hae, setIntegral_indicator measurableSet_Ioo, hI, setIntegral_const,
    measureReal_def, Real.volume_Ioo, ENNReal.toReal_ofReal (by linarith), smul_eq_mul]
  ring
```

## The logarithm along the imaginary axis

On this axis `eps` is real, so taking `.re` before `Real.log` in the later statements loses nothing.

```lean
/-- On the imaginary frequency axis the dielectric function is real. -/
theorem eps_imag_axis (D Ω u : ℝ) :
    eps D Ω (u * Complex.I) = (((Ω ^ 2 + u ^ 2) / (D ^ 2 + u ^ 2) : ℝ) : ℂ) := by
  simp [eps, mul_pow]
```

The derivative of $F_a$ is assembled from the product, logarithm and arctangent rules. The closing `linear_combination` adds the two fractions to $2$.

```lean
/-- For `a > 0`, an explicit antiderivative of `ln (a² + u²) + 2`. -/
theorem hasDerivAt_antideriv {a : ℝ} (ha : 0 < a) (u : ℝ) :
    HasDerivAt (fun u : ℝ => u * Real.log (a ^ 2 + u ^ 2) + 2 * a * Real.arctan (u / a))
      (Real.log (a ^ 2 + u ^ 2) + 2) u := by
  have hs : a ^ 2 + u ^ 2 ≠ 0 := by positivity
  have h1 : HasDerivAt (fun u : ℝ => a ^ 2 + u ^ 2) (2 * u) u :=
    ((hasDerivAt_pow 2 u).const_add (a ^ 2)).congr_deriv (by simp)
  have h3 := (hasDerivAt_id' u).fun_mul (h1.log hs)
  have h4 := ((hasDerivAt_id' u).div_const a).arctan
  refine (h3.fun_add (h4.const_mul (2 * a))).congr_deriv ?_
  have e : 1 / (1 + (u / a) ^ 2) = a ^ 2 / (a ^ 2 + u ^ 2) := by
    rw [div_eq_div_iff (by positivity) hs]
    field_simp
  rw [e]
  linear_combination 2 * mul_inv_cancel₀ hs
    + 2 * a ^ 2 * (a ^ 2 + u ^ 2)⁻¹ * mul_inv_cancel₀ ha.ne'
```

The tail estimate is the chain of inequalities from the derivation: `squeeze_zero'` takes the lower bound $0$ and the upper bound $(\Omega^2-D^2)/u$.

```lean
/-- For `0 < D ≤ Ω`, the difference of `ln (Ω² + u²)` and `ln (D² + u²)` decays faster
than `1 / u`. -/
theorem tendsto_tail {D Ω : ℝ} (hD : 0 < D) (h : D ≤ Ω) :
    Tendsto (fun u : ℝ => u * (Real.log (Ω ^ 2 + u ^ 2) - Real.log (D ^ 2 + u ^ 2)))
      atTop (𝓝 0) := by
  have hlim : Tendsto (fun u : ℝ => (Ω ^ 2 - D ^ 2) * u⁻¹) atTop (𝓝 0) := by
    simpa using (tendsto_inv_atTop_zero (𝕜 := ℝ)).const_mul (Ω ^ 2 - D ^ 2)
  refine squeeze_zero' ?_ ?_ hlim
  · filter_upwards [eventually_gt_atTop 0] with u hu
    exact mul_nonneg hu.le (sub_nonneg.2 (Real.log_le_log (by positivity) (by gcongr)))
  · filter_upwards [eventually_gt_atTop 0] with u hu
    have hs : D ^ 2 + u ^ 2 ≠ 0 := by positivity
    rw [← Real.log_div (by positivity) hs]
    have h1 := Real.log_le_sub_one_of_pos
      (show 0 < (Ω ^ 2 + u ^ 2) / (D ^ 2 + u ^ 2) by positivity)
    calc u * Real.log ((Ω ^ 2 + u ^ 2) / (D ^ 2 + u ^ 2))
        ≤ u * ((Ω ^ 2 + u ^ 2) / (D ^ 2 + u ^ 2) - 1) :=
          mul_le_mul_of_nonneg_left h1 hu.le
      _ = (Ω ^ 2 - D ^ 2) * (u / (D ^ 2 + u ^ 2)) := by
          linear_combination u * mul_inv_cancel₀ hs
      _ ≤ (Ω ^ 2 - D ^ 2) * u⁻¹ := by
          refine mul_le_mul_of_nonneg_left ?_ (by nlinarith)
          rw [inv_eq_one_div, div_le_div_iff₀ (by positivity) hu]
          nlinarith [sq_nonneg D]
```

The theorem on the logarithm states integrability as well as the value, and it admits $D=\Omega$, where the integrand vanishes. In the proof, `hlim` is the limit of $F_\Omega-F_D$ at infinity, `hder` its derivative and `hpos` the sign of the integrand. From these three, Mathlib's theorems on half-line integrals of nonnegative derivatives give both parts.

```lean
/-- For `0 < D ≤ Ω`, the logarithm of the dielectric function is integrable along
the positive imaginary axis, with integral `π (Ω - D)`. -/
theorem integral_log_eps {D Ω : ℝ} (hD : 0 < D) (h : D ≤ Ω) :
    IntegrableOn (fun u : ℝ => Real.log (eps D Ω (u * Complex.I)).re) (Ioi 0) ∧
      ∫ u in Ioi (0 : ℝ), Real.log (eps D Ω (u * Complex.I)).re = π * (Ω - D) := by
  have hΩ : 0 < Ω := hD.trans_le h
  have hf (u : ℝ) : Real.log (eps D Ω (u * Complex.I)).re
      = Real.log (Ω ^ 2 + u ^ 2) - Real.log (D ^ 2 + u ^ 2) := by
    rw [eps_imag_axis, Complex.ofReal_re, Real.log_div (by positivity) (by positivity)]
  simp_rw [hf]
  have hA {c : ℝ} (hc : 0 < c) :
      Tendsto (fun u : ℝ => 2 * c * Real.arctan (u / c)) atTop (𝓝 (2 * c * (π / 2))) :=
    ((Real.tendsto_arctan_atTop.mono_right nhdsWithin_le_nhds).comp
      (tendsto_id.atTop_div_const hc)).const_mul (2 * c)
  -- the antiderivative at infinity: only the arctangents survive
  have hlim : Tendsto (fun u : ℝ =>
      (u * Real.log (Ω ^ 2 + u ^ 2) + 2 * Ω * Real.arctan (u / Ω))
        - (u * Real.log (D ^ 2 + u ^ 2) + 2 * D * Real.arctan (u / D)))
      atTop (𝓝 (π * (Ω - D))) := by
    rw [show π * (Ω - D) = 0 + (2 * Ω * (π / 2) - 2 * D * (π / 2)) by ring]
    exact ((tendsto_tail hD h).add ((hA hΩ).sub (hA hD))).congr (fun u => by ring)
  have hder := fun (u : ℝ) (_ : u ∈ Ici (0 : ℝ)) =>
    ((hasDerivAt_antideriv hΩ u).fun_sub (hasDerivAt_antideriv hD u)).congr_deriv
      (show _ = Real.log (Ω ^ 2 + u ^ 2) - Real.log (D ^ 2 + u ^ 2) by ring)
  have hpos : ∀ u ∈ Ioi (0 : ℝ),
      0 ≤ Real.log (Ω ^ 2 + u ^ 2) - Real.log (D ^ 2 + u ^ 2) := fun u _ =>
    sub_nonneg.2 (Real.log_le_log (by positivity) (by gcongr))
  refine ⟨integrableOn_Ioi_deriv_of_nonneg' hder hpos hlim, ?_⟩
  rw [integral_Ioi_of_hasDerivAt_of_nonneg' hder hpos hlim]
  simp
```

## The two integrals compared

The final theorem states that the phase integral equals the logarithmic integral, and that the latter is $\pi(\Omega-D)$. The proof evaluates the two sides separately and compares them, without deforming a contour.

```lean
/-- For `0 < D < Ω`, the phase integrated over real frequencies equals the logarithm of the
dielectric function integrated over imaginary frequencies, and both are `π (Ω - D)`. -/
theorem phase_integral_eq_log_integral {D Ω : ℝ} (hD : 0 < D) (h : D < Ω) :
    ∫ w in Ioi (0 : ℝ), boundaryPhase D Ω w
        = ∫ u in Ioi (0 : ℝ), Real.log (eps D Ω (u * Complex.I)).re ∧
      ∫ u in Ioi (0 : ℝ), Real.log (eps D Ω (u * Complex.I)).re = π * (Ω - D) := by
  have h1 := (integral_log_eps hD h.le).2
  exact ⟨(integral_boundaryPhase hD h).trans h1.symm, h1⟩

end

end RPAPhaseIntegral
```

```lean
#print axioms RPAPhaseIntegral.phase_integral_eq_log_integral
```

```
'RPAPhaseIntegral.phase_integral_eq_log_integral' depends on axioms: [propext, Classical.choice, Quot.sound]
```
